# A single form factor fixes the first-order splitting of diamond's eight {111} plane waves at Γ

Apply non-degenerate perturbation theory to the eight plane waves $G=(\pm1,\pm1,\pm1)$ at Γ, and a crystal potential with zero mean gives each of them a first-order shift of zero. The predicted splitting is then zero too, which is wrong whenever the potential couples these waves. They have the same kinetic energy, so the potential must be diagonalised among them.

Measure $G$ in units of $2\pi/a$, with $a$ the cubic lattice constant, and set $d=G-G'$. For the diamond structure with the origin at a bond centre, and a local potential with a real form factor $v$ that depends only on $|d|^2$, the matrix to diagonalise is

$$M_{GG'}=v(|d|^2)\cos\frac{\pi(d_0+d_1+d_2)}{4}.$$

With $v(0)=0$, its eigenvalues are $3v(8)$, twice, and $-v(8)$, six times. These are first-order band energies of non-interacting electrons, measured from the common kinetic energy; coupling to plane waves outside the shell is left out.

## The plane waves and their matrix

```lean
import Mathlib

open Matrix Polynomial

namespace DiamondGammaSplitting

noncomputable section
```

This loads Mathlib and opens the notation for matrices and polynomials.

```lean
/-- The eight reciprocal lattice vectors with all three components equal to plus or minus one. -/
abbrev Shell := Fin 3 → ℤˣ
```

`ℤˣ` is the set of invertible integers, which are $1$ and $-1$. A `Shell` element assigns one of them to each index 0, 1, 2, so there are eight.

```lean
/-- The squared length of the difference `G - G'`. -/
def distSq (G G' : Shell) : ℤ := ∑ i, ((G i : ℤ) - (G' i : ℤ)) ^ 2
```

This is $|d|^2=\sum_i(G_i-G'_i)^2$, an integer.

```lean
/-- The sum of the components of the difference `G - G'`. -/
def compSum (G G' : Shell) : ℤ := ∑ i, ((G i : ℤ) - (G' i : ℤ))
```

This is $d_0+d_1+d_2$.

```lean
/-- The diamond structure factor, with the origin at a bond centre, as a function of the
sum of the components of the reciprocal lattice vector. -/
def structureFactor (n : ℤ) : ℝ := Real.cos (Real.pi * (n : ℝ) / 4)
```

The two atoms of the cell sit at $\pm\frac a8(1,1,1)$ from the bond centre. Their phases $e^{\pm i\pi n/4}$ average to $\cos(\pi n/4)$, where $n$ is the component sum.

```lean
/-- The crystal potential between the eight plane waves, for the form factor `v` taken as a
function of the squared length of `G - G'`. -/
def potential (v : ℤ → ℝ) : Matrix Shell Shell ℝ :=
  Matrix.of fun G G' => v (distSq G G') * structureFactor (compSum G G')
```

This is $M$. The function `v` is arbitrary on the integers, but only its values at 0, 4, 8 and 12 can enter.

## Two tetrahedra

```lean
/-- The coefficient of the plane wave `G` in the signed combination that lives on the
tetrahedron of vectors whose components have product `p`. -/
def tetra (G : Shell) (p : ℤˣ) : ℤ :=
  if ∏ i, G i = p then (if G 0 = G 1 ∧ G 1 = G 2 then -1 else 1) else 0
```

The product $p=G_0G_1G_2$ sorts the eight vectors into two tetrahedra of four. On each, the vector with three equal components gets coefficient $-1$ and the other three get $+1$. For $p=1$ the combination is

$$-|1,1,1\rangle+|1,-1,-1\rangle+|-1,1,-1\rangle+|-1,-1,1\rangle.$$

```lean
/-- The matrix whose two columns are the signed combinations on the two tetrahedra. -/
def tetraStates : Matrix Shell ℤˣ ℝ := Matrix.of fun G p => (tetra G p : ℝ)
```

Call this $8\times2$ matrix $U$, with entries $U_{Gp}$. Its columns are unnormalised; the normalised states are the columns of $U/2$.

## Which form factors survive

```lean
/-- The structure factor is even under inversion of the reciprocal lattice vector. -/
theorem structureFactor_neg (n : ℤ) : structureFactor (-n) = structureFactor n := by
  unfold structureFactor
  rw [show Real.pi * ((-n : ℤ) : ℝ) / 4 = -(Real.pi * (n : ℝ) / 4) by push_cast; ring,
    Real.cos_neg]
```

Since cosine is even, $n$ and $-n$ give the same structure factor.

```lean
/-- The structure factor is 1, 0, -1 and 0 for component sums 0, 2, 4 and 6. -/
theorem structureFactor_values :
    structureFactor 0 = 1 ∧ structureFactor 2 = 0 ∧
      structureFactor 4 = -1 ∧ structureFactor 6 = 0 := by
  unfold structureFactor
  refine ⟨by simp, ?_, ?_, ?_⟩
  · rw [show Real.pi * ((2 : ℤ) : ℝ) / 4 = Real.pi / 2 by push_cast; ring,
      Real.cos_pi_div_two]
  · rw [show Real.pi * ((4 : ℤ) : ℝ) / 4 = Real.pi by push_cast; ring, Real.cos_pi]
  · rw [show Real.pi * ((6 : ℤ) : ℝ) / 4 = Real.pi / 2 + Real.pi by push_cast; ring,
      Real.cos_add_pi, Real.cos_pi_div_two, neg_zero]
```

The values are $\cos0=1$, $\cos\frac\pi2=0$, $\cos\pi=-1$ and $\cos\frac{3\pi}2=0$. For the last three, the proof rewrites the angle into a form that Mathlib knows.

```lean
/-- The two tetrahedral combinations are orthogonal and each has squared norm 4. -/
theorem tetraStates_gram : tetraStatesᵀ * tetraStates = (4 : ℝ) • 1 := by
  have h : ∀ p q : ℤˣ, ∑ G : Shell, tetra G p * tetra G q = if p = q then 4 else 0 := by
    decide +kernel
  ext p q
  have hpq := congrArg (Int.cast : ℤ → ℝ) (h p q)
  push_cast at hpq
  rw [Matrix.mul_apply, Matrix.smul_apply, Matrix.one_apply]
  refine Eq.trans hpq ?_
  split_ifs <;> simp
```

In ordinary notation, $U^TU=4\cdot1$. The columns have no plane wave in common, so they are orthogonal, and each has four entries of size 1. `decide +kernel` evaluates the integer sums for all pairs $p,q$; the rest carries the result over to the reals.

```lean
/-- The potential is a constant plus `v 8` times the sum of the outer products of the two
tetrahedral combinations with themselves. -/
theorem potential_eq (v : ℤ → ℝ) :
    potential v = (v 0 - v 8) • 1 + v 8 • (tetraStates * tetraStatesᵀ) := by
  -- the geometry of all pairs of vectors, checked by enumeration
  have cases : ∀ G G' : Shell,
      (G = G' ∧ distSq G G' = 0 ∧ compSum G G' = 0 ∧ ∑ p, tetra G p * tetra G' p = 1) ∨
      (G ≠ G' ∧ distSq G G' = 8 ∧ compSum G G' = 0 ∧ ∑ p, tetra G p * tetra G' p = 1) ∨
      (G ≠ G' ∧ distSq G G' = 8 ∧ (compSum G G' = 4 ∨ compSum G G' = -4) ∧
        ∑ p, tetra G p * tetra G' p = -1) ∨
      (G ≠ G' ∧ (compSum G G' = 2 ∨ compSum G G' = -2 ∨ compSum G G' = 6 ∨
        compSum G G' = -6) ∧ ∑ p, tetra G p * tetra G' p = 0) := by
    decide +kernel
  obtain ⟨s0, s2, s4, s6⟩ := structureFactor_values
  ext G G'
  have hU : (tetraStates * tetraStatesᵀ) G G' =
      ((∑ p, tetra G p * tetra G' p : ℤ) : ℝ) := by
    rw [Matrix.mul_apply]
    push_cast
    rfl
  rw [Matrix.add_apply, Matrix.smul_apply, Matrix.smul_apply, hU, smul_eq_mul, smul_eq_mul]
  change v (distSq G G') * structureFactor (compSum G G') = _
  rcases cases G G' with ⟨e, hn, hs, ho⟩ | ⟨e, hn, hs, ho⟩ | ⟨e, hn, hs, ho⟩ | ⟨e, hs, ho⟩
  · rw [hn, hs, ho, s0, e, Matrix.one_apply_eq]
    push_cast
    ring
  · rw [hn, hs, ho, s0, Matrix.one_apply_ne e]
    push_cast
    ring
  · have hS : structureFactor (compSum G G') = -1 := by
      rcases hs with h | h <;> rw [h]
      · exact s4
      · rw [structureFactor_neg, s4]
    rw [hn, hS, ho, Matrix.one_apply_ne e]
    push_cast
    ring
  · -- an odd number of differing components: the structure factor vanishes
    have hS : structureFactor (compSum G G') = 0 := by
      rcases hs with h | h | h | h <;> rw [h]
      · exact s2
      · rw [structureFactor_neg, s2]
      · exact s6
      · rw [structureFactor_neg, s6]
    rw [hS, ho, Matrix.one_apply_ne e]
    push_cast
    ring
```

The claim is

$$M=(v(0)-v(8))\,1+v(8)\,UU^T.$$

By hand, count the components in which $G$ and $G'$ differ. Each differing component contributes $\pm2$ to the sum and 4 to $|d|^2$.

| Components that differ | $\lvert d\rvert^2$ | Sum | Structure factor | $(UU^T)_{GG'}$ |
|---|---|---|---|---|
| none | 0 | 0 | 1 | 1 |
| two, opposite signs in $d$ | 8 | 0 | 1 | 1 |
| two, equal signs in $d$ | 8 | ±4 | −1 | −1 |
| one or three | 4 or 12 | ±2 or ±6 | 0 | 0 |

The last row links different tetrahedra, and there $v(4)$ and $v(12)$ drop out. The diagonal of the right-hand side is $v(0)-v(8)+v(8)=v(0)$, as it should be. The Lean proof establishes the same four cases by enumerating all pairs (`cases`), then inserts the structure factors and compares entries.

## The characteristic polynomial

```lean
/-- The characteristic polynomial of the potential for an arbitrary mean potential `v 0`. -/
theorem potential_charpoly (v : ℤ → ℝ) :
    (potential v).charpoly =
      (X - C (v 0 + 3 * v 8)) ^ 2 * (X - C (v 0 - v 8)) ^ 6 := by
  -- it is enough to compare values away from one point
  apply Polynomial.eq_of_infinite_eval_eq
  refine (Set.finite_singleton (v 0 - v 8)).infinite_compl.mono ?_
  intro x hx
  obtain ⟨t, rfl⟩ : ∃ t, x = t + (v 0 - v 8) := ⟨x - (v 0 - v 8), by ring⟩
  have ht : t ≠ 0 := by
    intro h
    exact hx (by simp [h])
  obtain ⟨c, hc⟩ : ∃ c, t * c = v 8 := ⟨v 8 / t, by field_simp⟩
  have hsc : Matrix.scalar Shell (t + (v 0 - v 8)) =
      (t + (v 0 - v 8)) • (1 : Matrix Shell Shell ℝ) := by
    ext i j
    simp [Matrix.scalar_apply, Matrix.diagonal_apply, Matrix.one_apply]
  have h1 : Matrix.scalar Shell (t + (v 0 - v 8)) - potential v =
      t • (1 + ((-c) • tetraStates) * tetraStatesᵀ) := by
    rw [hsc, potential_eq, Matrix.smul_mul, smul_add, smul_smul,
      show t * -c = -v 8 by rw [mul_neg, hc]]
    module
  have h2 : 1 + tetraStatesᵀ * ((-c) • tetraStates) =
      (1 - 4 * c) • (1 : Matrix ℤˣ ℤˣ ℝ) := by
    rw [Matrix.mul_smul, tetraStates_gram]
    module
  have c8 : Fintype.card Shell = 8 := by decide +kernel
  have c2 : Fintype.card ℤˣ = 2 := by decide +kernel
  change eval _ _ = eval _ _
  -- the 8 by 8 determinant reduces to a 2 by 2 determinant
  rw [Matrix.eval_charpoly, h1, Matrix.det_smul, Matrix.det_one_add_mul_comm, h2,
    Matrix.det_smul, Matrix.det_one, c8, c2]
  simp only [eval_mul, eval_pow, eval_sub, eval_X, eval_C]
  rw [← hc]
  ring
```

`charpoly` is $\det(X\,1-M)$, and `C` turns a real number into a constant polynomial. Put $x=t+v(0)-v(8)$ with $t\neq0$, and $c=v(8)/t$. Then

$$x\,1-M=t\,1-v(8)\,UU^T=t\,(1-c\,UU^T).$$

The identity $\det(1+AB)=\det(1+BA)$ replaces the $8\times8$ determinant by a $2\times2$ one:

$$\det(x\,1-M)=t^8\det(1-c\,U^TU)=t^8(1-4c)^2=t^6\,(t-4v(8))^2.$$

Since $t=x-v(0)+v(8)$, this is $(x-v(0)-3v(8))^2(x-v(0)+v(8))^6$. The derivation covers every $x$ except $v(0)-v(8)$, and two polynomials that agree at infinitely many points are equal. The Lean proof begins with this last observation, which allows it to assume $t\neq0$. In the rest, `h1` is the factorisation, `Matrix.det_one_add_mul_comm` the determinant identity, and `h2` the $2\times2$ matrix.

```lean
/-- First-order diamond splitting at Gamma: with zero mean potential, the characteristic
polynomial of the potential between the eight plane waves is `(X - 3 v(8))² (X + v(8))⁶`. -/
theorem diamond_splitting (v : ℤ → ℝ) (h0 : v 0 = 0) :
    (potential v).charpoly = (X - C (3 * v 8)) ^ 2 * (X + C (v 8)) ^ 6 := by
  rw [potential_charpoly, h0, zero_add, zero_sub, map_neg, sub_neg_eq_add]
```

The hypothesis `h0` sets the average potential to zero, which fixes the zero of energy. The polynomial becomes $(X-3v(8))^2(X+v(8))^6$. The two levels are $4|v(8)|$ apart and merge if $v(8)=0$.

## The states behind the two levels

```lean
/-- Both tetrahedral combinations are eigenstates of the potential with first-order energy
`v 0 + 3 * v 8`. -/
theorem potential_mul_tetraStates (v : ℤ → ℝ) :
    potential v * tetraStates = (v 0 + 3 * v 8) • tetraStates := by
  rw [potential_eq, Matrix.add_mul, Matrix.smul_mul, Matrix.smul_mul, Matrix.one_mul,
    Matrix.mul_assoc, tetraStates_gram, Matrix.mul_smul, Matrix.mul_one]
  module
```

Multiply the decomposition of $M$ by $U$ and use $U^TU=4\cdot1$:

$$MU=(v(0)-v(8))U+4v(8)U=(v(0)+3v(8))U.$$

Both columns are therefore eigenstates. The proof is this line of algebra.

```lean
/-- On every combination of plane waves orthogonal to both tetrahedral combinations, the
potential acts as multiplication by `v 0 - v 8`. -/
theorem potential_mulVec_of_orthogonal (v : ℤ → ℝ) (x : Shell → ℝ)
    (hx : tetraStatesᵀ *ᵥ x = 0) : potential v *ᵥ x = (v 0 - v 8) • x := by
  rw [potential_eq, Matrix.add_mulVec, Matrix.smul_mulVec, Matrix.smul_mulVec,
    Matrix.one_mulVec, ← Matrix.mulVec_mulVec, hx, Matrix.mulVec_zero, smul_zero, add_zero]

end

end DiamondGammaSplitting
```

The hypothesis `hx` says $U^Tx=0$: the vector $x$ is orthogonal to both columns. The term $UU^Tx$ vanishes, leaving $Mx=(v(0)-v(8))x$. The theorem takes real coefficients; for complex ones, apply it to the real and imaginary parts separately, since $M$ and $U$ are real. Such vectors form a six-dimensional space, in agreement with the exponent 6.

## A neighbouring case and a check for a code

The same argument applies to one tetrahedron alone. Let $u$ hold the four nonzero entries of its column of $U$. The $4\times4$ block has the form $(v(0)-v(8))\,1+v(8)\,uu^T$ with $u^Tu=4$, so its characteristic polynomial is $(X-v(0)-3v(8))(X-v(0)+v(8))^3$.

In an empirical-pseudopotential code set up for the diamond structure with a local potential, restrict the basis at Γ to these eight plane waves and subtract their kinetic energy. With $v(0)=0$ and the form-factor normalisation used here, the eigenvalues should be $3v(8)$ twice and $-v(8)$ six times, and changing $v(4)$ or $v(12)$ should not move them. A code that puts the origin on an atom has $+v(8)$ for every coupling within a tetrahedron, where the matrix here has some entries $-v(8)$. The eigenvalues are the same, because shifting the origin only changes the phases of the plane waves.

```lean
#print axioms DiamondGammaSplitting.diamond_splitting
-- 'DiamondGammaSplitting.diamond_splitting' depends on axioms: [propext, Classical.choice, Quot.sound]
#print axioms DiamondGammaSplitting.potential_mul_tetraStates
-- 'DiamondGammaSplitting.potential_mul_tetraStates' depends on axioms: [propext, Classical.choice, Quot.sound]
#print axioms DiamondGammaSplitting.potential_mulVec_of_orthogonal
-- 'DiamondGammaSplitting.potential_mulVec_of_orthogonal' depends on axioms: [propext, Classical.choice, Quot.sound]
```
